# The mean-field Ising susceptibility χ satisfies (diag(1/(1 − mᵢ²)) − J) χ = 1 along a differentiable branch of solutions

The theorem `response_equation` concerns finitely many sites whose magnetisations solve the mean-field equations mᵢ = tanh(hᵢ + ∑ⱼ Jᵢⱼ mⱼ), with fields and couplings in units of temperature. The couplings are any real matrix J, not necessarily symmetric and with diagonal entries allowed. If a branch m(h) is differentiable at the field b and solves these equations for all fields near b, then the matrix diag(1/(1 − mᵢ²)) − J, taken at b, times the susceptibility matrix ∂mᵢ/∂hⱼ is the identity. The proof differentiates both sides of the mean-field equation, equates the two derivatives, applies them to a unit change of field at site k, and then cancels the positive factor 1 − mᵢ².

An attempt in Lean 4 with a fault in it:

```lean
import Mathlib

open Matrix Filter Topology

namespace MeanFieldLinearResponse

noncomputable section

variable {n : Type*} [Fintype n]

/-- The mean-field equations `m_i = tanh (h_i + ∑ j, J_ij m_j)` for magnetisations `m` in the
applied fields `h`, with fields and couplings in units of temperature. -/
def SelfConsistent (J : Matrix n n ℝ) (h m : n → ℝ) : Prop :=
  ∀ i, m i = Real.tanh (h i + ∑ j, J i j * m j)

variable [DecidableEq n]

/-- The susceptibility matrix: entry `i j` is the derivative of the magnetisation at site `i`
with respect to the field at site `j`. -/
def susceptibility (m : (n → ℝ) → (n → ℝ)) (b : n → ℝ) : Matrix n n ℝ :=
  Matrix.of fun i j => fderiv ℝ m b (Pi.single j 1) i

/-- The matrix `diag (1 / (1 - m_i ^ 2)) - J`. -/
def inverseResponse (J : Matrix n n ℝ) (m : n → ℝ) : Matrix n n ℝ :=
  Matrix.diagonal (fun i => 1 / (1 - m i ^ 2)) - J

/-- The response of a single spin to its local field: the derivative of `tanh` is
`1 - tanh ^ 2`. -/
theorem hasStrictDerivAt_tanh (x : ℝ) :
    HasStrictDerivAt Real.tanh (1 - Real.tanh x ^ 2) x := by
  have hc : Real.cosh x ^ 2 ≠ 0 := pow_ne_zero 2 (Real.cosh_pos x).ne'
  have h := (Real.hasStrictDerivAt_sinh x).fun_div (Real.hasStrictDerivAt_cosh x)
    (Real.cosh_pos x).ne'
  have e : Real.tanh = fun y => Real.sinh y / Real.cosh y :=
    funext Real.tanh_eq_sinh_div_cosh
  have val : 1 - Real.tanh x ^ 2 =
      (Real.cosh x * Real.cosh x - Real.sinh x * Real.sinh x) / Real.cosh x ^ 2 := by
    rw [Real.tanh_eq_sinh_div_cosh, div_pow, eq_div_iff hc, sub_mul, div_mul_cancel₀ _ hc]
    ring
  rw [val, e]
  exact h

omit [DecidableEq n] in
/-- In a mean-field solution no spin is fully polarised: `1 - m_i ^ 2` is positive. -/
theorem one_sub_sq_pos {J : Matrix n n ℝ} {h m : n → ℝ} (hm : SelfConsistent J h m) (i : n) :
    0 < 1 - m i ^ 2 := by
  rw [hm i, Real.tanh_eq_sinh_div_cosh, div_pow, sub_pos,
    div_lt_one (pow_pos (Real.cosh_pos _) 2), Real.cosh_sq]
  linarith

/-- The linear-response equation `(diag (1 / (1 - m_i ^ 2)) - J) X = 1` for the susceptibility
`X` of a differentiable mean-field branch, for any real couplings. -/
theorem response_equation {J : Matrix n n ℝ} {m : (n → ℝ) → (n → ℝ)} {b : n → ℝ}
    (hm : DifferentiableAt ℝ m b) (hsc : ∀ᶠ h in 𝓝 b, SelfConsistent J h (m h)) :
    inverseResponse J (m b) * susceptibility m b = 1 := by
  ext i k
  have hL : ∀ j, HasFDerivAt (fun h => m h j)
      ((ContinuousLinearMap.proj (R := ℝ) (φ := fun _ : n => ℝ) j).comp (fderiv ℝ m b)) b :=
    fun j => hasFDerivAt_pi'.1 hm.hasFDerivAt j
  -- the local field at site `i` is the applied field plus the field of the other spins
  have hfield := (hasFDerivAt_apply (𝕜 := ℝ) i b).fun_add
    (HasFDerivAt.fun_sum (u := Finset.univ) fun j _ => (hL j).const_mul (J i j))
  have h0 : m b i = Real.tanh (b i + ∑ j, J i j * m b j) := hsc.self_of_nhds i
  have ht : HasDerivAt Real.tanh (1 - m b i ^ 2) (b i + ∑ j, J i j * m b j) := by
    have h := (hasStrictDerivAt_tanh (b i + ∑ j, J i j * m b j)).hasDerivAt
    rwa [← h0] at h
  have hc := ht.comp_hasFDerivAt b hfield
  -- both sides of the mean-field equation have the same derivative
  have huniq := (hL i).unique (hc.congr_of_eventuallyEq (hsc.mono fun h hh => hh i))
  have hk : susceptibility m b i k = (1 - m b i ^ 2) *
      ((1 : Matrix n n ℝ) i k + ∑ j, J i j * susceptibility m b j k) := by
    have := DFunLike.congr_fun huniq (Pi.single k 1)
    simpa [susceptibility, Matrix.one_apply, Pi.single_apply,
      ContinuousLinearMap.sum_apply] using this
  have hpos := one_sub_sq_pos hsc.self_of_nhds i
  rw [inverseResponse, Matrix.sub_mul, Matrix.sub_apply, Matrix.diagonal_mul, Matrix.mul_apply,
    hk, ← mul_assoc, one_div, inv_mul_cancel₀ hpos.ne', one_mul, add_sub_cancel_right]

end

end MeanFieldLinearResponse
```

Compiling this gives:

```
Main.lean:74:6: warning: `ContinuousLinearMap.sum_apply` has been deprecated: Use `_root_.sum_apply` instead

Note: The updated constant is in a different namespace. Dot notation may need to be changed (e.g., from `x.sum_apply` to `_root_.sum_apply x`).
Main.lean:73:4: error: Type mismatch: After simplification, term
  this
 has type
  (fderiv ℝ m b) (Pi.single k 1) i =
    (if i = k then 1 - m b i ^ 2 else 0) + (1 - m b i ^ 2) * ∑ i_1, J i i_1 * (fderiv ℝ m b) (Pi.single k 1) i_1
but is expected to have type
  (fderiv ℝ m b) (Pi.single k 1) i =
    (1 - m b i ^ 2) * ((if i = k then 1 else 0) + ∑ j, J i j * (fderiv ℝ m b) (Pi.single k 1) j)
```

Diagnosis. The error is a mismatch of form, not of content. `simpa` simplifies both `this` and the goal `hk`, then needs the results to agree. In `this`, the factor `1 - m b i ^ 2` ends up distributed over the sum of the applied-field term and the coupling term, and is absorbed into the first as `if i = k then 1 - m b i ^ 2 else 0`. In the goal the same factor still stands outside the bracket, because `simp` does not use `mul_add` by default. The two sides are equal, but `simpa` does not find them so.

Adding `mul_add` to the simp set expands the goal's product too, after which the factor moves into the `if` there as well and the two forms match.

The warning is separate: `ContinuousLinearMap.sum_apply` is deprecated, and the diff replaces it with `_root_.sum_apply`, as Lean advises. That did not cause the error. The reworded comment is tidying: the sum runs over all `j`, including `i`, so "the other spins" was inexact.

The mended proof, as a diff:

```diff
@@ -58,5 +58,5 @@
       ((ContinuousLinearMap.proj (R := ℝ) (φ := fun _ : n => ℝ) j).comp (fderiv ℝ m b)) b :=
     fun j => hasFDerivAt_pi'.1 hm.hasFDerivAt j
-  -- the local field at site `i` is the applied field plus the field of the other spins
+  -- the local field at site `i` is the applied field plus the coupling term `∑ j, J_ij m_j`
   have hfield := (hasFDerivAt_apply (𝕜 := ℝ) i b).fun_add
     (HasFDerivAt.fun_sum (u := Finset.univ) fun j _ => (hL j).const_mul (J i j))
@@ -71,6 +71,6 @@
       ((1 : Matrix n n ℝ) i k + ∑ j, J i j * susceptibility m b j k) := by
     have := DFunLike.congr_fun huniq (Pi.single k 1)
-    simpa [susceptibility, Matrix.one_apply, Pi.single_apply,
-      ContinuousLinearMap.sum_apply] using this
+    simpa [susceptibility, Matrix.one_apply, Pi.single_apply, mul_add,
+      _root_.sum_apply] using this
   have hpos := one_sub_sq_pos hsc.self_of_nhds i
   rw [inverseResponse, Matrix.sub_mul, Matrix.sub_apply, Matrix.diagonal_mul, Matrix.mul_apply,
```
